# A nonzero coupling $h\sqrt X$ moves the smallest gap of two linear levels below a crossing at positive $X$

If the crossing of two perturbing rotational levels is read off from the point where the observed levels come closest, a coupling that grows with rotation can make the answer too low. Take $X=J(J+1)$, where $J$ is the quantum number of the total angular momentum without nuclear spin, and a rotational coupling proportional to $\sqrt{J(J+1)}$. Such a coupling arises in a diatomic molecule between states whose $\Omega$, the projection of that angular momentum on the molecular axis, differs by one, if $J$ is large enough for the $\Omega$-dependent terms under the root to be neglected. In this isolated two-level model with linear energies and continuous $X$, the error can be given exactly.

## The gap by completing a square

Let the uncoupled energies be $T_1+B_1X$ and $T_2+B_2X$, where $T_i$ are the term origins and $B_i$ the rotational constants. Write $D=B_1-B_2\neq0$. The energies agree only at $X_c=(T_2-T_1)/D$, and their difference is $D(X-X_c)$.

With a real coupling $w(X)$, the secular equation is
$$(E-T_1-B_1X)(E-T_2-B_2X)-w(X)^2=0.$$
Its roots are the mean of the two energies plus and minus $\tfrac12\sqrt{D^2(X-X_c)^2+4w(X)^2}$, so the gap $g$ satisfies
$$g(X)^2=D^2(X-X_c)^2+4w(X)^2.$$

For $w=h\sqrt X$ the last term is $4h^2X$. Put $s=2h^2/D^2$ and $X_s=X_c-s$. Since $X-X_c=(X-X_s)-s$ and $D^2s=2h^2$,
$$\begin{aligned}
g(X)^2&=D^2(X-X_s)^2-4h^2(X-X_s)+2h^2s+4h^2X\\
&=D^2(X-X_s)^2+4h^2\left(X_c-\frac{h^2}{D^2}\right).
\end{aligned}$$
If $X_s\ge0$, the gap on $X\ge0$ is therefore smallest at $X_s$ and nowhere else, with value $2|h|\sqrt{X_c-h^2/D^2}$.

If $X_s\le0$, then for $Y>0$
$$g(Y)^2-g(0)^2=D^2Y^2+2Y(2h^2-D^2X_c)>0,$$
and the minimum is at $X=0$. In the limiting case $X_c=s$ the two answers agree, and the gap there is $2h^2/|D|$.

For constant $w=h$, the coupling only adds $4h^2$ to $D^2(X-X_c)^2$, so the minimum stays at $X_c$ if $X_c\ge0$.

The same square handles $w=h\sqrt{X-c}$ on $X\ge c$, with $c$ a constant: the squared gap merely loses $4h^2c$, and the minimum is again at $X_s$ if $X_s\ge c$.

## The two-level model in Lean

```lean
import Mathlib

open Matrix

namespace RotationalLevelCrossing

noncomputable section
```

The Hamiltonian takes an arbitrary real function `w` as its coupling. All parameters are real, in any consistent energy unit, and the $B_i$ may have either sign.

```lean
/-- Two levels, linear in the rotational variable `X`, coupled by the matrix element `w X`. -/
def hamiltonian (T1 B1 T2 B2 : ℝ) (w : ℝ → ℝ) (X : ℝ) : Matrix (Fin 2) (Fin 2) ℝ :=
  !![T1 + B1 * X, w X; w X, T2 + B2 * X]
```

The levels are defined by explicit formulas in the matrix entries.

```lean
/-- The upper level of a real symmetric two-state Hamiltonian. -/
def upperLevel (M : Matrix (Fin 2) (Fin 2) ℝ) : ℝ :=
  (M 0 0 + M 1 1) / 2 + √((M 0 0 - M 1 1) ^ 2 + 4 * M 0 1 ^ 2) / 2

/-- The lower level of a real symmetric two-state Hamiltonian. -/
def lowerLevel (M : Matrix (Fin 2) (Fin 2) ℝ) : ℝ :=
  (M 0 0 + M 1 1) / 2 - √((M 0 0 - M 1 1) ^ 2 + 4 * M 0 1 ^ 2) / 2

/-- The distance between the two coupled levels at `X`. -/
def gap (T1 B1 T2 B2 : ℝ) (w : ℝ → ℝ) (X : ℝ) : ℝ :=
  upperLevel (hamiltonian T1 B1 T2 B2 w X) - lowerLevel (hamiltonian T1 B1 T2 B2 w X)

/-- The value of `X` at which the uncoupled levels cross, provided `B1 ≠ B2`. -/
def crossing (T1 B1 T2 B2 : ℝ) : ℝ := (T2 - T1) / (B1 - B2)
```

In `rotationalCoupling`, `h` is the coefficient of $\sqrt X$; in the constant case it is the coupling itself.

```lean
/-- A coupling proportional to the square root of the rotational variable. -/
def rotationalCoupling (h X : ℝ) : ℝ := h * √X
```

`SmallestAt g X` says that $X$ is a minimiser on the half-line. It allows ties, so uniqueness has to come from the theorems. Here $X$ is any non-negative real number, whereas a molecule offers only discrete values of $J(J+1)$. Both states also need $J\ge|\Omega|$, so two states whose $\Omega$ differs by one never occur together at $X=0$; a minimum found there is an end point of the model. Centrifugal distortion and further levels are absent.

```lean
/-- On the half-line `X ≥ 0`, the function `g` takes its smallest value at `X`. -/
def SmallestAt (g : ℝ → ℝ) (X : ℝ) : Prop := 0 ≤ X ∧ ∀ Y, 0 ≤ Y → g X ≤ g Y
```

## Crossing, eigenvalues and gap

The hypothesis `hB` excludes parallel levels. Clearing the denominator leaves a linear equation.

```lean
variable {T1 B1 T2 B2 : ℝ}

/-- Uncoupled levels with different slopes coincide at the crossing point and nowhere else. -/
theorem levels_cross_iff (hB : B1 ≠ B2) (X : ℝ) :
    T1 + B1 * X = T2 + B2 * X ↔ X = crossing T1 B1 T2 B2 := by
  rw [crossing, eq_div_iff (sub_ne_zero.mpr hB)]
  constructor <;> intro h <;> linarith
```

The next theorem identifies the two formulas as the eigenvalues, with multiplicity. After the determinant is expanded, `hs`, which says that the root squares to its radicand, closes the algebra.

```lean
/-- The secular determinant of the coupled problem factors through the upper and lower levels. -/
theorem secular_determinant (w : ℝ → ℝ) (X E : ℝ) :
    (E • (1 : Matrix (Fin 2) (Fin 2) ℝ) - hamiltonian T1 B1 T2 B2 w X).det =
      (E - upperLevel (hamiltonian T1 B1 T2 B2 w X)) *
        (E - lowerLevel (hamiltonian T1 B1 T2 B2 w X)) := by
  have hs := Real.sq_sqrt
    (show 0 ≤ (T1 + B1 * X - (T2 + B2 * X)) ^ 2 + 4 * (w X) ^ 2 by positivity)
  have hu : upperLevel (hamiltonian T1 B1 T2 B2 w X) = (T1 + B1 * X + (T2 + B2 * X)) / 2
      + √((T1 + B1 * X - (T2 + B2 * X)) ^ 2 + 4 * (w X) ^ 2) / 2 := by
    simp [upperLevel, hamiltonian]
  have hl : lowerLevel (hamiltonian T1 B1 T2 B2 w X) = (T1 + B1 * X + (T2 + B2 * X)) / 2
      - √((T1 + B1 * X - (T2 + B2 * X)) ^ 2 + 4 * (w X) ^ 2) / 2 := by
    simp [lowerLevel, hamiltonian]
  have hd : (E • (1 : Matrix (Fin 2) (Fin 2) ℝ) - hamiltonian T1 B1 T2 B2 w X).det =
      (E - (T1 + B1 * X)) * (E - (T2 + B2 * X)) - w X * w X := by
    simp [Matrix.det_fin_two, hamiltonian]
  rw [hd, hu, hl]
  linear_combination hs / 4
```

In `gap_eq`, the mean energy cancels. The equality of the levels at $X_c$, named `hc`, then turns their difference into $D(X-X_c)$.

```lean
/-- The gap combines the detuning from the crossing point and the coupling in quadrature. -/
theorem gap_eq (hB : B1 ≠ B2) (w : ℝ → ℝ) (X : ℝ) :
    gap T1 B1 T2 B2 w X =
      √((B1 - B2) ^ 2 * (X - crossing T1 B1 T2 B2) ^ 2 + 4 * (w X) ^ 2) := by
  have hc := (levels_cross_iff (T1 := T1) (T2 := T2) hB _).mpr rfl
  have h1 : gap T1 B1 T2 B2 w X =
      √((T1 + B1 * X - (T2 + B2 * X)) ^ 2 + 4 * (w X) ^ 2) := by
    have h2 : ∀ M : Matrix (Fin 2) (Fin 2) ℝ, upperLevel M - lowerLevel M =
        √((M 0 0 - M 1 1) ^ 2 + 4 * M 0 1 ^ 2) := by
      intro M
      unfold upperLevel lowerLevel
      ring
    rw [gap, h2]
    simp [hamiltonian]
  rw [h1]
  congr 1
  linear_combination (T1 + B1 * X - (T2 + B2 * X)
    + (B1 - B2) * (X - crossing T1 B1 T2 B2)) * hc
```

For $X\ge0$ the square of $h\sqrt X$ is $h^2X$.

```lean
/-- For coupling `h √X` the gap on `X ≥ 0` is the square root of a quadratic polynomial in `X`. -/
theorem gap_rotational (hB : B1 ≠ B2) (h : ℝ) {X : ℝ} (hX : 0 ≤ X) :
    gap T1 B1 T2 B2 (rotationalCoupling h) X =
      √((B1 - B2) ^ 2 * (X - crossing T1 B1 T2 B2) ^ 2 + 4 * (h ^ 2 * X)) := by
  have e : (rotationalCoupling h X) ^ 2 = h ^ 2 * X := by
    rw [rotationalCoupling, mul_pow, Real.sq_sqrt hX]
  rw [gap_eq hB, e]
```

## Locating the minimum

A point with a strictly smaller value than every other point of the half-line is its unique minimiser. The three location theorems all use this lemma.

```lean
/-- A point of the half-line that lies strictly below all others is the only minimum. -/
theorem smallestAt_iff {g : ℝ → ℝ} {X0 : ℝ} (h0 : 0 ≤ X0)
    (hs : ∀ Y, 0 ≤ Y → Y ≠ X0 → g X0 < g Y) (X : ℝ) : SmallestAt g X ↔ X = X0 := by
  constructor
  · rintro ⟨hX, hmin⟩
    by_contra hne
    exact absurd (hmin X0 h0) (not_le_of_gt (hs X hX hne))
  · intro e
    rw [e]
    refine ⟨h0, fun Y hY => ?_⟩
    by_cases e' : Y = X0
    · exact le_of_eq (by rw [e'])
    · exact (hs Y hY e').le
```

In the main theorem, `q` is the shift $s$ and `hq'` is $D^2s=2h^2$. The identity `hid` is the completed square, written as the excess over the minimum. Strict monotonicity of the square root carries the comparison from squared gaps to gaps.

```lean
/-- With coupling `h √X` the gap is smallest exactly at the crossing point shifted down by
`2 h² / (B1 - B2)²`, provided the shifted point is not negative. -/
theorem rotational_gap_smallest_iff (hB : B1 ≠ B2) (h : ℝ)
    (hc : 2 * h ^ 2 / (B1 - B2) ^ 2 ≤ crossing T1 B1 T2 B2) (X : ℝ) :
    SmallestAt (gap T1 B1 T2 B2 (rotationalCoupling h)) X ↔
      X = crossing T1 B1 T2 B2 - 2 * h ^ 2 / (B1 - B2) ^ 2 := by
  have hD : B1 - B2 ≠ 0 := sub_ne_zero.mpr hB
  obtain ⟨q, hq⟩ : ∃ q, q = 2 * h ^ 2 / (B1 - B2) ^ 2 := ⟨_, rfl⟩
  have hq' : (B1 - B2) ^ 2 * q = 2 * h ^ 2 := by
    rw [hq]
    field_simp
  rw [← hq] at hc ⊢
  have h0 : 0 ≤ crossing T1 B1 T2 B2 - q := sub_nonneg.mpr hc
  refine smallestAt_iff h0 (fun Y hY hne => ?_) X
  rw [gap_rotational hB h h0, gap_rotational hB h hY]
  apply Real.sqrt_lt_sqrt (by positivity)
  -- the excess of the squared gap over its minimum is a perfect square
  have hpos : 0 < (B1 - B2) ^ 2 * (Y - (crossing T1 B1 T2 B2 - q)) ^ 2 :=
    mul_pos (pow_pos_of_ne hD) (pow_pos_of_ne (sub_ne_zero.mpr hne))
  have hid : ((B1 - B2) ^ 2 * (Y - crossing T1 B1 T2 B2) ^ 2 + 4 * (h ^ 2 * Y))
      - ((B1 - B2) ^ 2 * (crossing T1 B1 T2 B2 - q - crossing T1 B1 T2 B2) ^ 2
        + 4 * (h ^ 2 * (crossing T1 B1 T2 B2 - q)))
      = (B1 - B2) ^ 2 * (Y - (crossing T1 B1 T2 B2 - q)) ^ 2 := by
    linear_combination (-2 * (Y - crossing T1 B1 T2 B2 + q)) * hq'
  linarith
where
  pow_pos_of_ne {a : ℝ} (ha : a ≠ 0) : 0 < a ^ 2 := by positivity
```

In the boundary case, `h1` and `h2` supply the positive quadratic term and the non-negative linear term of $g(Y)^2-g(0)^2$.

```lean
/-- If the shift is at least as large as the crossing point, the gap for coupling `h √X` is
smallest exactly at `X = 0`. -/
theorem rotational_gap_smallest_at_zero (hB : B1 ≠ B2) (h : ℝ)
    (hc : crossing T1 B1 T2 B2 ≤ 2 * h ^ 2 / (B1 - B2) ^ 2) (X : ℝ) :
    SmallestAt (gap T1 B1 T2 B2 (rotationalCoupling h)) X ↔ X = 0 := by
  have hD : B1 - B2 ≠ 0 := sub_ne_zero.mpr hB
  have hD2 : 0 < (B1 - B2) ^ 2 := by positivity
  have hc' := (le_div_iff₀ hD2).mp hc
  refine smallestAt_iff le_rfl (fun Y hY hne => ?_) X
  have hYpos : 0 < Y := lt_of_le_of_ne hY (Ne.symm hne)
  rw [gap_rotational hB h le_rfl, gap_rotational hB h hY]
  apply Real.sqrt_lt_sqrt (by positivity)
  -- the quadratic term is positive and the linear term is non-negative
  have h1 : 0 < (B1 - B2) ^ 2 * Y ^ 2 := by positivity
  have h2 := mul_nonneg hY (sub_nonneg.mpr hc')
  nlinarith [h1, h2]
```

For the minimal gap, `q` now stands for $h^2/D^2$, half the shift. The radicand becomes $(2|h|)^2(X_c-q)$, from which the root is extracted.

```lean
/-- With `Xc` the crossing and coupling `h √X`, the gap at `Xc - 2 h² / (B1 - B2)²` is `2 |h| √(Xc -
h² / (B1 - B2)²)`, provided that point is not negative. -/
theorem rotational_gap_value (hB : B1 ≠ B2) (h : ℝ)
    (hc : 2 * h ^ 2 / (B1 - B2) ^ 2 ≤ crossing T1 B1 T2 B2) :
    gap T1 B1 T2 B2 (rotationalCoupling h)
        (crossing T1 B1 T2 B2 - 2 * h ^ 2 / (B1 - B2) ^ 2) =
      2 * |h| * √(crossing T1 B1 T2 B2 - h ^ 2 / (B1 - B2) ^ 2) := by
  have hD : B1 - B2 ≠ 0 := sub_ne_zero.mpr hB
  rw [gap_rotational hB h (sub_nonneg.mpr hc)]
  have h2 : 2 * h ^ 2 / (B1 - B2) ^ 2 = 2 * (h ^ 2 / (B1 - B2) ^ 2) := mul_div_assoc _ _ _
  obtain ⟨q, hq⟩ : ∃ q, q = h ^ 2 / (B1 - B2) ^ 2 := ⟨_, rfl⟩
  have hq' : (B1 - B2) ^ 2 * q = h ^ 2 := by
    rw [hq]
    field_simp
  rw [h2, ← hq]
  have e : (B1 - B2) ^ 2 * (crossing T1 B1 T2 B2 - 2 * q - crossing T1 B1 T2 B2) ^ 2
      + 4 * (h ^ 2 * (crossing T1 B1 T2 B2 - 2 * q))
      = (2 * |h|) ^ 2 * (crossing T1 B1 T2 B2 - q) := by
    linear_combination 4 * q * hq' - 4 * (crossing T1 B1 T2 B2 - q) * sq_abs h
  rw [e, Real.sqrt_mul (sq_nonneg _), Real.sqrt_sq (by positivity)]
```

With constant coupling, the squared gap at $Y$ exceeds its value at $X_c$ by $D^2(Y-X_c)^2$, which is positive for every $Y\neq X_c$.

```lean
/-- With constant coupling the gap is smallest exactly at the crossing point, provided the
crossing point is not negative. -/
theorem constant_gap_smallest_iff (hB : B1 ≠ B2) (h : ℝ)
    (hc : 0 ≤ crossing T1 B1 T2 B2) (X : ℝ) :
    SmallestAt (gap T1 B1 T2 B2 (fun _ => h)) X ↔ X = crossing T1 B1 T2 B2 := by
  have hD : B1 - B2 ≠ 0 := sub_ne_zero.mpr hB
  have e : ∀ Y, gap T1 B1 T2 B2 (fun _ => h) Y =
      √((B1 - B2) ^ 2 * (Y - crossing T1 B1 T2 B2) ^ 2 + 4 * h ^ 2) :=
    fun Y => gap_eq hB _ Y
  refine smallestAt_iff hc (fun Y _ hne => ?_) X
  rw [e, e]
  apply Real.sqrt_lt_sqrt (by positivity)
  have hY : Y - crossing T1 B1 T2 B2 ≠ 0 := sub_ne_zero.mpr hne
  have hpos : 0 < (B1 - B2) ^ 2 * (Y - crossing T1 B1 T2 B2) ^ 2 := by positivity
  rw [sub_self]
  linarith

end

end RotationalLevelCrossing
```

```lean
#print axioms RotationalLevelCrossing.rotational_gap_smallest_iff
-- 'RotationalLevelCrossing.rotational_gap_smallest_iff' depends on axioms: [propext, Classical.choice, Quot.sound]
#print axioms RotationalLevelCrossing.rotational_gap_smallest_at_zero
-- 'RotationalLevelCrossing.rotational_gap_smallest_at_zero' depends on axioms: [propext, Classical.choice, Quot.sound]
#print axioms RotationalLevelCrossing.rotational_gap_value
-- 'RotationalLevelCrossing.rotational_gap_value' depends on axioms: [propext, Classical.choice, Quot.sound]
#print axioms RotationalLevelCrossing.constant_gap_smallest_iff
-- 'RotationalLevelCrossing.constant_gap_smallest_iff' depends on axioms: [propext, Classical.choice, Quot.sound]
```
